# Charge-conserving inelastic exchange cannot raise the Lorenz ratio in a separable, finite collision model

Electrons in a metal carry both charge and heat. A collision that turns an electron without changing its energy degrades both currents alike. A collision that changes its energy but not its velocity leaves the charge current alone, yet can still degrade the heat current. What does this second kind of collision do to the Lorenz ratio, the electronic heat conductance divided by the charge conductance and the temperature?

The model is a linearised Boltzmann equation with finitely many directions, indexed by `m`, and energy shells, indexed by `n`.

In Lean 4 with Mathlib:

```lean
import Mathlib

open Matrix
open scoped Kronecker

namespace InelasticWiedemannFranz

noncomputable section

variable {m n : Type*} [Fintype m] [DecidableEq m] [Fintype n] [DecidableEq n]
```

## Directions, shells and collisions

A directional pattern $a$ and a shell quantity $x$ combine into the distribution $(a\otimes x)_{(i,j)}=a_i x_j$, with direction $i$ and shell $j$.

```lean
/-- The product distribution `a ⊗ x` over directions and energy shells. -/
def profile (a : m → ℝ) (x : n → ℝ) : m × n → ℝ := fun p => a p.1 * x p.2
```

Let the symmetric matrix $A$ describe elastic scattering among directions, $w$ the thermal weights of the shells, and the symmetric matrix $D$ inelastic exchange between shells. The collision matrix is
$$C=A\otimes\mathrm{diag}(w)+1\otimes D .$$
Elastic scattering is thus the same in every shell up to its weight, and inelastic exchange is the same for every direction and never changes it.

```lean
/-- The linearised collision matrix: elastic scattering `A` within each shell of weight `w`,
plus inelastic exchange `D` between shells at fixed direction. -/
def collision (A : Matrix m m ℝ) (w : n → ℝ) (D : Matrix n n ℝ) :
    Matrix (m × n) (m × n) ℝ :=
  A ⊗ₖ diagonal w + (1 : Matrix m m ℝ) ⊗ₖ D
```

Let $u$ be the velocity pattern, taken equal in all shells. The field that couples to the current of $x$ drives the electrons with $u\otimes wx$, where $wx$ is the shellwise product. Charge is $x=1$; for heat, $x$ is the energy measured from the chemical potential in units of $k_BT$.

```lean
/-- The drive `u ⊗ wx` that couples to the current of the shell quantity `x`. -/
def drive (u : m → ℝ) (w x : n → ℝ) : m × n → ℝ := profile u (w * x)
```

Here a distribution $\varphi$ is the deviation from equilibrium divided by the thermal weight, so that the population of direction $i$ and shell $j$ changes by $w_j\varphi_{(i,j)}$. Solving $C\varphi=u\otimes wx'$ for $\varphi$ and reading off the current of $x$ gives the transport coefficient
$$K(x,x')=\langle u\otimes wx,\;C^{-1}(u\otimes wx')\rangle .$$

```lean
/-- The transport coefficient between the currents of `x` and `x'`, for an invertible
collision matrix. -/
def response (A : Matrix m m ℝ) (w : n → ℝ) (D : Matrix n n ℝ) (u : m → ℝ)
    (x x' : n → ℝ) : ℝ :=
  drive u w x ⬝ᵥ (collision A w D)⁻¹ *ᵥ drive u w x'
```

At zero charge current, the induced voltage cancels the thermoelectric current, which leaves the heat conductance $K(x,x)-K(x,1)K(1,x)/K(1,1)$. Dividing by $K(1,1)$ gives the Lorenz ratio in units of $(k_B/e)^2$.

```lean
/-- The Lorenz ratio in reduced units: heat conductance at zero charge current over charge
conductance, for an invertible collision matrix and nonzero charge conductance. -/
def lorenz (A : Matrix m m ℝ) (w : n → ℝ) (D : Matrix n n ℝ) (u : m → ℝ) (x : n → ℝ) : ℝ :=
  (response A w D u x x - response A w D u x 1 * response A w D u 1 x
    / response A w D u 1 1) / response A w D u 1 1
```

## Product distributions and positivity

Kronecker products act factor by factor, $(A\otimes B)(a\otimes x)=Aa\otimes Bx$. Both sides are the same double sum, which the proof compares term by term.

```lean
omit [DecidableEq m] [DecidableEq n] in
lemma kronecker_mulVec_profile (A : Matrix m m ℝ) (B : Matrix n n ℝ) (a : m → ℝ)
    (x : n → ℝ) : (A ⊗ₖ B) *ᵥ profile a x = profile (A *ᵥ a) (B *ᵥ x) := by
  ext ⟨i, j⟩
  simp only [Matrix.mulVec, dotProduct, profile, Matrix.kroneckerMap_apply,
    Fintype.sum_prod_type, Finset.sum_mul_sum]
  exact Finset.sum_congr rfl fun _ _ => Finset.sum_congr rfl fun _ _ => by ring
```

Inner products factorise likewise: $\langle a\otimes x,b\otimes y\rangle=\langle a,b\rangle\langle x,y\rangle$.

```lean
omit [DecidableEq m] [DecidableEq n] in
lemma profile_dotProduct (a b : m → ℝ) (x y : n → ℝ) :
    profile a x ⬝ᵥ profile b y = (a ⬝ᵥ b) * (x ⬝ᵥ y) := by
  simp only [dotProduct, profile, Fintype.sum_prod_type, Finset.sum_mul_sum]
  exact Finset.sum_congr rfl fun _ _ => Finset.sum_congr rfl fun _ _ => by ring
```

Since $\mathrm{diag}(w)x=wx$, it follows that
$$C(a\otimes x)=Aa\otimes wx+a\otimes Dx .$$

```lean
/-- On a product distribution, elastic scattering applies `A` to the directions and multiplies the
shells by their weights `w`, while inelastic scattering applies `D` to the shells. -/
theorem collision_mulVec (A : Matrix m m ℝ) (w : n → ℝ) (D : Matrix n n ℝ) (a : m → ℝ)
    (x : n → ℝ) :
    collision A w D *ᵥ profile a x = drive (A *ᵥ a) w x + profile a (D *ᵥ x) := by
  have hd : diagonal w *ᵥ x = w * x := by
    ext j
    rw [Matrix.mulVec_diagonal, Pi.mul_apply]
  rw [collision, Matrix.add_mulVec, kronecker_mulVec_profile, kronecker_mulVec_profile,
    Matrix.one_mulVec, hd, drive]
```

From here on $A$ is positive definite, $w>0$ and $D$ is positive semidefinite; `PosDef` and `PosSemidef` include symmetry. Physically, every directional pattern in the model decays. The isotropic pattern, which elastic scattering preserves, must therefore be left out, so `m` is best read as labelling orthonormal angular patterns orthogonal to it.

The eigenvalues of $A\otimes\mathrm{diag}(w)$ are products of positive numbers, and those of $1\otimes D$ are nonnegative, so $C$ is positive definite.

```lean
variable {A : Matrix m m ℝ} {w : n → ℝ} {D : Matrix n n ℝ}

/-- With positive definite elastic scattering, positive weights and positive semidefinite
inelastic scattering, the collision matrix is positive definite. -/
theorem collision_posDef (hA : A.PosDef) (hw : ∀ i, 0 < w i) (hD : D.PosSemidef) :
    (collision A w D).PosDef :=
  (hA.kronecker (Matrix.PosDef.diagonal hw)).add_posSemidef
    (Matrix.PosSemidef.one.kronecker hD)
```

A positive definite matrix is invertible,

```lean
lemma isUnit_det {k : Type*} [Fintype k] [DecidableEq k] {M : Matrix k k ℝ}
    (h : M.PosDef) : IsUnit M.det := (Matrix.isUnit_iff_isUnit_det _).1 h.isUnit
```

and, being real, equals its transpose.

```lean
lemma transpose_eq {k : Type*} [Fintype k] {M : Matrix k k ℝ} (h : M.PosDef) : Mᵀ = M := by
  have := h.isHermitian.eq
  rwa [Matrix.conjTranspose_eq_transpose_of_trivial] at this
```

Hence $C^{-1}$ is symmetric and may be moved to the other side of the inner product: $K(x,x')=K(x',x)$, which is Onsager reciprocity.

```lean
/-- Onsager reciprocity: the transport coefficients are symmetric (`A` positive definite, `w`
positive, `D` positive semidefinite). -/
theorem onsager (hA : A.PosDef) (hw : ∀ i, 0 < w i) (hD : D.PosSemidef) (u : m → ℝ)
    (x x' : n → ℝ) : response A w D u x x' = response A w D u x' x := by
  unfold response
  rw [Matrix.dotProduct_mulVec, ← Matrix.mulVec_transpose, Matrix.transpose_nonsing_inv,
    transpose_eq (collision_posDef hA hw hD), dotProduct_comm]
```

## Conserved quantities respond elastically

Suppose $Dx'=0$, and put $a=A^{-1}u$. Then $C(a\otimes x')=u\otimes wx'+0$, so the elastic solution solves the full equation, and
$$K(x,x')=\langle u,A^{-1}u\rangle\sum_i w_i x_i x'_i ,$$
where $i$ runs over shells, as in the code. In the proof, `h` is the solved equation; rewriting the drive with it cancels $C^{-1}C$.

```lean
/-- If inelastic scattering conserves `x'`, the response of every `x` current to the `x'` drive has
its purely elastic value (`A` positive definite, `w` positive, `D` positive semidefinite). -/
theorem response_of_conserved (hA : A.PosDef) (hw : ∀ i, 0 < w i) (hD : D.PosSemidef)
    (u : m → ℝ) (x : n → ℝ) {x' : n → ℝ} (hx : D *ᵥ x' = 0) :
    response A w D u x x' = (u ⬝ᵥ A⁻¹ *ᵥ u) * ∑ i, w i * x i * x' i := by
  -- the elastic solution also solves the full equation
  have h : collision A w D *ᵥ profile (A⁻¹ *ᵥ u) x' = drive u w x' := by
    rw [collision_mulVec, hx, Matrix.mulVec_mulVec, Matrix.mul_nonsing_inv _ (isUnit_det hA),
      Matrix.one_mulVec]
    ext p
    simp [profile]
  rw [response, ← h, Matrix.mulVec_mulVec,
    Matrix.nonsing_inv_mul _ (isUnit_det (collision_posDef hA hw hD)), Matrix.one_mulVec,
    drive, profile_dotProduct]
  rfl
```

## The response lost to an added channel

Let $M$ be symmetric, $Mz_0=y$ and $(M+P)z=y$. Symmetry gives $\langle z_0,Mz\rangle=\langle y,z\rangle$, so
$$\langle z_0-z,M(z_0-z)\rangle=\langle y,z_0\rangle-2\langle y,z\rangle+\langle z,Mz\rangle .$$
Also $\langle z,Pz\rangle=\langle y,z\rangle-\langle z,Mz\rangle$. Adding the two,
$$\langle y,z_0\rangle-\langle y,z\rangle=\langle z_0-z,M(z_0-z)\rangle+\langle z,Pz\rangle .$$
The steps `hs` and `hP` record the symmetry relation and $Pz=y-Mz$.

```lean
/-- The response lost when a scattering channel `P` is added to a symmetric `M` is the `M`-form of
the change in the distribution plus the `P`-form of the new distribution. -/
theorem response_gap {k : Type*} [Fintype k] {M P : Matrix k k ℝ} {y z₀ z : k → ℝ}
    (hM : Mᵀ = M) (h₀ : M *ᵥ z₀ = y) (h : (M + P) *ᵥ z = y) :
    y ⬝ᵥ z₀ - y ⬝ᵥ z = (z₀ - z) ⬝ᵥ M *ᵥ (z₀ - z) + z ⬝ᵥ P *ᵥ z := by
  have hP : P *ᵥ z = y - M *ᵥ z := by
    rw [← h, Matrix.add_mulVec]
    abel
  have hs : z₀ ⬝ᵥ M *ᵥ z = y ⬝ᵥ z := by
    rw [Matrix.dotProduct_mulVec, ← Matrix.mulVec_transpose, hM, h₀]
  rw [Matrix.mulVec_sub, h₀, hP]
  simp only [sub_dotProduct, dotProduct_sub]
  linear_combination hs + dotProduct_comm y z₀
```

Take $M=A\otimes\mathrm{diag}(w)$, $P=1\otimes D$, $y=u\otimes wx$ and $z_0=a\otimes x$. Both terms on the right are nonnegative (`q₁`, `q₂`), so
$$K(x,x)\le\langle u,A^{-1}u\rangle\sum_i w_i x_i^2 .$$
In case of equality the $M$-form vanishes, and positive definiteness forces $z=a\otimes x$ (`hzz`). Inserting this into $Cz=y$ leaves $a\otimes Dx=0$. Since $u\neq0$, some $a_i\neq0$, and therefore $Dx=0$. The converse is the conserved case above.

```lean
/-- Inelastic scattering never raises a diagonal transport coefficient above its elastic value,
and leaves it unchanged exactly when it conserves `x` (`A` positive definite, `w` positive,
`D` positive semidefinite, `u` nonzero). -/
theorem response_le_elastic (hA : A.PosDef) (hw : ∀ i, 0 < w i) (hD : D.PosSemidef)
    {u : m → ℝ} (hu : u ≠ 0) (x : n → ℝ) :
    response A w D u x x ≤ (u ⬝ᵥ A⁻¹ *ᵥ u) * ∑ i, w i * x i * x i ∧
    (response A w D u x x = (u ⬝ᵥ A⁻¹ *ᵥ u) * ∑ i, w i * x i * x i ↔ D *ᵥ x = 0) := by
  have hM : (A ⊗ₖ diagonal w).PosDef := hA.kronecker (Matrix.PosDef.diagonal hw)
  have hP : ((1 : Matrix m m ℝ) ⊗ₖ D).PosSemidef := Matrix.PosSemidef.one.kronecker hD
  have hAu : A *ᵥ (A⁻¹ *ᵥ u) = u := by
    rw [Matrix.mulVec_mulVec, Matrix.mul_nonsing_inv _ (isUnit_det hA), Matrix.one_mulVec]
  have h₀ : (A ⊗ₖ diagonal w) *ᵥ profile (A⁻¹ *ᵥ u) x = drive u w x := by
    rw [kronecker_mulVec_profile, hAu, drive]
    congr 1
    ext j
    rw [Matrix.mulVec_diagonal, Pi.mul_apply]
  obtain ⟨z, hzdef⟩ : ∃ z, z = (collision A w D)⁻¹ *ᵥ drive u w x := ⟨_, rfl⟩
  have hz : collision A w D *ᵥ z = drive u w x := by
    rw [hzdef, Matrix.mulVec_mulVec,
      Matrix.mul_nonsing_inv _ (isUnit_det (collision_posDef hA hw hD)), Matrix.one_mulVec]
  have hK : response A w D u x x = drive u w x ⬝ᵥ z := by rw [hzdef, response]
  have hE : drive u w x ⬝ᵥ profile (A⁻¹ *ᵥ u) x
      = (u ⬝ᵥ A⁻¹ *ᵥ u) * ∑ i, w i * x i * x i := by
    rw [drive, profile_dotProduct]
    rfl
  have gap := response_gap (transpose_eq hM) h₀ hz
  have q₁ := hM.posSemidef.dotProduct_mulVec_nonneg (profile (A⁻¹ *ᵥ u) x - z)
  have q₂ := hP.dotProduct_mulVec_nonneg z
  rw [star_trivial] at q₁ q₂
  refine ⟨by linarith, fun he => ?_, fun hx => response_of_conserved hA hw hD u x hx⟩
  -- equality forces the full and the elastic distributions to coincide
  have hzz : profile (A⁻¹ *ᵥ u) x - z = 0 := by
    by_contra hne
    have := hM.dotProduct_mulVec_pos hne
    rw [star_trivial] at this
    linarith
  rw [← sub_eq_zero.1 hzz, collision_mulVec, hAu, add_eq_left] at hz
  have ha : A⁻¹ *ᵥ u ≠ 0 := fun h => hu (by rw [← hAu, h, Matrix.mulVec_zero])
  obtain ⟨i, hi⟩ := Function.ne_iff.1 ha
  ext j
  exact (mul_eq_zero.1 (congrFun hz (i, j))).resolve_left hi
```

## The Lorenz ratio against the variance

Now let inelastic exchange conserve charge, $D1=0$, and let there be at least one shell. Write $g=\langle u,A^{-1}u\rangle>0$, $S=\sum_i w_i$, $S_1=\sum_i w_i x_i$, $S_2=\sum_i w_i x_i^2$ and $K=K(x,x)$. The charge and thermoelectric coefficients keep their elastic values $gS$ and $gS_1$, so the Lorenz ratio is
$$\frac{K-gS_1^2/S}{gS}=\frac{S_2}{S}-\Big(\frac{S_1}{S}\Big)^2-\frac{gS_2-K}{gS}.$$
This is `key` in the proof. The last fraction is nonnegative and vanishes exactly when $Dx=0$. The ratio is therefore at most the weighted variance of $x$, with equality if and only if $x$ is conserved too.

```lean
/-- If there is at least one shell and inelastic scattering conserves charge, the Lorenz ratio is at
most the weighted variance of `x`, with equality exactly when `x` is conserved too (`A` positive
definite, `w` positive, `D` positive semidefinite, `u` nonzero). -/
theorem lorenz_le_variance [Nonempty n] (hA : A.PosDef) (hw : ∀ i, 0 < w i)
    (hD : D.PosSemidef) (hD1 : D *ᵥ 1 = 0) {u : m → ℝ} (hu : u ≠ 0) (x : n → ℝ) :
    lorenz A w D u x ≤ (∑ i, w i * x i * x i) / ∑ i, w i
      - ((∑ i, w i * x i) / ∑ i, w i) ^ 2 ∧
    (lorenz A w D u x = (∑ i, w i * x i * x i) / ∑ i, w i
      - ((∑ i, w i * x i) / ∑ i, w i) ^ 2 ↔ D *ᵥ x = 0) := by
  obtain ⟨hle, heq⟩ := response_le_elastic hA hw hD hu x
  have hg := hA.inv.dotProduct_mulVec_pos hu
  rw [star_trivial] at hg
  have hS : 0 < ∑ i, w i := Finset.sum_pos (fun i _ => hw i) Finset.univ_nonempty
  -- charge and thermoelectric coefficients keep their elastic values
  have h11 := response_of_conserved hA hw hD u 1 hD1
  have hx1 := response_of_conserved hA hw hD u x hD1
  simp only [Pi.one_apply, mul_one] at h11 hx1
  rw [← heq, lorenz, onsager hA hw hD u 1 x, h11, hx1]
  generalize response A w D u x x = K at *
  generalize u ⬝ᵥ A⁻¹ *ᵥ u = g at *
  generalize ∑ i, w i * x i * x i = S₂ at *
  generalize ∑ i, w i * x i = S₁ at *
  generalize ∑ i, w i = S at *
  have hg0 : g ≠ 0 := hg.ne'
  have hS0 : S ≠ 0 := hS.ne'
  have key : (K - g * S₁ * (g * S₁) / (g * S)) / (g * S)
      = S₂ / S - (S₁ / S) ^ 2 - (g * S₂ - K) / (g * S) := by
    field_simp
    ring
  have hnn : 0 ≤ (g * S₂ - K) / (g * S) := div_nonneg (by linarith) (by positivity)
  rw [key]
  refine ⟨by linarith, fun h => ?_, fun h => by rw [h]; simp⟩
  have h0 : (g * S₂ - K) / (g * S) = 0 := by linarith
  have h1 := (div_eq_zero_iff.1 h0).resolve_right (mul_ne_zero hg0 hS0)
  linarith
```

The Sommerfeld value $\pi^2/3$ of the Wiedemann-Franz law is this variance for a continuum of shells weighted by minus the derivative of the Fermi function; with finitely many shells, the reference value is the variance for the chosen weights. When thermal conductivity is estimated from electrical conductivity, the elastic Lorenz ratio thus gives an upper bound on the electronic part within this separable, linearised model, provided that inelastic exchange conserves charge.

The bound can fail if $D$ is only required to be positive semidefinite, with no condition on $D1$. Take one direction with $A=1$ and $u=1$, two shells with $w=(1,1)$ and $x=(-1,1)$, and let every entry of $D$ be $1$. Then $K(x,x)=2$, $K(x,1)=0$ and $K(1,1)=2/3$, so the Lorenz ratio is $3$ while the variance is $1$.

The identity for the lost response also compares two inelastic matrices, by an argument given here in prose only. If $D'-D$ is positive semidefinite, take $M$ to be the collision matrix with $D$ and $P=1\otimes(D'-D)$: replacing $D$ by $D'$ cannot raise $K(x,x)$, nor the Lorenz ratio if both matrices conserve charge.

## When the relaxation rates add

Suppose $Au=\alpha u$ and $Dx=\gamma\,wx$, so that $u$ relaxes elastically at rate $\alpha$ and $x$ inelastically at rate $\gamma$. Then $C(u\otimes x)=(\alpha+\gamma)\,u\otimes wx$, and applying $C^{-1}$ gives
$$(\alpha+\gamma)K(x,x)=\langle u,u\rangle\sum_i w_i x_i^2 .$$
This is Matthiessen's rule for a drive that is a relaxation mode of both mechanisms; for general drives the rates need not add.

```lean
/-- Matthiessen's rule: if `u` relaxes elastically at rate `α` and `x` inelastically at rate `γ`,
the response is governed by the sum of the rates (`A` positive definite, `w` positive,
`D` positive semidefinite). -/
theorem matthiessen (hA : A.PosDef) (hw : ∀ i, 0 < w i) (hD : D.PosSemidef)
    {u : m → ℝ} {x : n → ℝ} {α γ : ℝ} (hu : A *ᵥ u = α • u) (hx : D *ᵥ x = γ • (w * x)) :
    (α + γ) * response A w D u x x = (u ⬝ᵥ u) * ∑ i, w i * x i * x i := by
  have hc : collision A w D *ᵥ profile u x = (α + γ) • drive u w x := by
    rw [collision_mulVec, hu, hx]
    ext p
    simp only [drive, profile, Pi.add_apply, Pi.smul_apply, Pi.mul_apply, smul_eq_mul]
    ring
  have h : (α + γ) • ((collision A w D)⁻¹ *ᵥ drive u w x) = profile u x := by
    rw [← Matrix.mulVec_smul, ← hc, Matrix.mulVec_mulVec,
      Matrix.nonsing_inv_mul _ (isUnit_det (collision_posDef hA hw hD)), Matrix.one_mulVec]
  rw [response, ← smul_eq_mul, ← dotProduct_smul, h, drive, profile_dotProduct]
  rfl

end

end InelasticWiedemannFranz
```

```lean
#print axioms InelasticWiedemannFranz.lorenz_le_variance
#print axioms InelasticWiedemannFranz.matthiessen
```

```
'InelasticWiedemannFranz.lorenz_le_variance' depends on axioms: [propext, Classical.choice, Quot.sound]
'InelasticWiedemannFranz.matthiessen' depends on axioms: [propext, Classical.choice, Quot.sound]
```
